# When the Hamiltonian and the state share a symmetry, orbitals with different labels do not mix in the removal function

## Can correlation connect a σ hole to a π hole?

A planar molecule loses an electron, either from a σ orbital, which is even under reflection in the molecular plane, or from a π orbital, which is odd. In a mean-field picture I see why the two holes stay apart. With correlation I am less sure. An ionised state with a π hole can mix with a configuration that has a σ hole and a π → σ* excitation. There is now a σ hole inside a "π" state, so why doesn't the removal function acquire a σ–π element?

## The label belongs to the whole ionised state

Because reflection acts on all the electrons, not just on the hole. The configuration you describe has one electron missing from σ, one missing from π and one added in σ*, so relative to the even ground state it is odd, like a simple π hole. Removing a σ electron from that ground state, however correlated, gives an even state. The Hamiltonian cannot connect the two.

Take a finite-dimensional state space. Let H be the Hermitian Hamiltonian, W a unitary symmetry with WH = HW, and ψ a state with Wψ = sψ. Let the operator c_i remove an electron from orbital i, with

W c_i W† = x_i c_i.

For the reflection, x_i is +1 for σ and −1 for π. The claim is that, for nonreal z and x_i ≠ x_j,

⟨c_i ψ, (z − H)⁻¹ c_j ψ⟩ = 0.

**The resolvent exists.** If (z − H)v = 0 with v ≠ 0, then Hv = zv. Since ⟨Hv, v⟩ = ⟨v, Hv⟩, we get z̄⟨v, v⟩ = z⟨v, v⟩, so z is real, a contradiction. In finite dimension, a matrix that sends no nonzero vector to zero is invertible. Write R = (z − H)⁻¹.

**The removed state has a label.** From W†W = 1,

W c_i = (W c_i W†) W = x_i c_i W,

and therefore W c_i ψ = x_i s c_i ψ.

**The resolvent keeps the label.** W commutes with z − H, so

WR = R(z − H)WR = RW(z − H)R = RW.

Hence W R c_j ψ = x_j s R c_j ψ.

**Different labels are orthogonal.** Put a = c_i ψ, b = R c_j ψ, α = x_i s and β = x_j s. If ψ = 0 or a = 0, the matrix element is zero at once. Otherwise W preserves the norms of ψ and a, so |s| = |α| = 1, and α ≠ β. It also preserves inner products:

⟨a, b⟩ = ⟨Wa, Wb⟩ = ᾱβ⟨a, b⟩.

Multiplying by α gives (β − α)⟨a, b⟩ = 0, and so ⟨a, b⟩ = 0.

The same argument gives a selection rule for Lehmann amplitudes: a final state φ with symmetry eigenvalue t has ⟨φ, c_j ψ⟩ = 0 unless t = x_j s. A satellite with definite symmetry can therefore be reached from σ or from π, but not from both.

### What the matrices stand for

States are complex vectors indexed by a finite type `n`, operators are square matrices, and `ι` labels the orbitals. `Wᴴ` is W†, and `star u ⬝ᵥ v` is ⟨u, v⟩, conjugate-linear in the first entry. The main theorem, `removalFunction_eq_zero`, says that under the hypotheses above z − H is invertible and the element between i and j vanishes. Invertibility is part of the conclusion, so the matrix inverse there is the true resolvent.

The theorem does not assume |s| = 1 or |x_i| = 1; unitarity supplies these values when ψ and c_i are nonzero. Nor does it require ψ to be a ground state or the `c i` to satisfy anticommutation relations. The vector ψ need not be normalised; for a nonzero ψ, divide `removalFunction` by ⟨ψ, ψ⟩ to get the normalised value.

The name "removal function" here means the bare matrix element. The usual removal part of the Green's function at frequency ω, for a ground state of energy E₀, contains (ω − E₀ + H)⁻¹, which is −(z − H)⁻¹ at z = E₀ − ω, and often has the orbital indices in the other order. None of this affects a zero.

For interacting electrons in a finite, symmetry-adapted orbital basis, and a state ψ with a definite symmetry label, the result makes the removal function block diagonal in the labels, so each block can be computed separately. The theorem does not cover everything in a real molecule. It leaves out the ionisation continuum of the full Hamiltonian, and also nuclear motion: out-of-plane vibrations break the reflection symmetry of the electronic Hamiltonian and can couple σ and π holes.

```lean
import Mathlib

open Matrix
open scoped ComplexOrder

namespace LehmannSymmetry

noncomputable section

variable {n ι : Type*} [Fintype n] [DecidableEq n]

/-- The removal function `⟨c_i ψ, (z - H)⁻¹ c_j ψ⟩`. The inverse is the resolvent when `z` is
outside the spectrum of `H`; otherwise Mathlib sets it to zero. -/
def removalFunction (H : Matrix n n ℂ) (c : ι → Matrix n n ℂ) (ψ : n → ℂ) (z : ℂ)
    (i j : ι) : ℂ :=
  star (c i *ᵥ ψ) ⬝ᵥ ((z • (1 : Matrix n n ℂ) - H)⁻¹ *ᵥ (c j *ᵥ ψ))

/-- For a Hermitian Hamiltonian `H` and a nonreal energy `z`, the matrix `z - H` is
invertible. -/
theorem isUnit_sub_of_nonreal {H : Matrix n n ℂ} (hH : H.IsHermitian) {z : ℂ}
    (hz : z.im ≠ 0) : IsUnit (z • (1 : Matrix n n ℂ) - H) := by
  rw [Matrix.isUnit_iff_isUnit_det, isUnit_iff_ne_zero]
  intro hdet
  -- a singular matrix would give an eigenvector of `H` with eigenvalue `z`
  obtain ⟨v, hv, hv0⟩ := Matrix.exists_mulVec_eq_zero_iff.mpr hdet
  rw [Matrix.sub_mulVec, Matrix.smul_mulVec, Matrix.one_mulVec] at hv0
  have h1 : H *ᵥ v = z • v := (sub_eq_zero.mp hv0).symm
  have hq : star v ⬝ᵥ v ≠ 0 := fun h => hv (dotProduct_star_self_eq_zero.mp h)
  have h3 : star (H *ᵥ v) ⬝ᵥ v = star v ⬝ᵥ (H *ᵥ v) := by
    rw [Matrix.star_mulVec, hH.eq, Matrix.dotProduct_mulVec]
  rw [h1, star_smul, smul_dotProduct, dotProduct_smul, smul_eq_mul, smul_eq_mul] at h3
  have h4 : star z = z := mul_right_cancel₀ hq h3
  exact hz (Complex.conj_eq_iff_im.mp h4)

/-- Eigenvectors of a unitary symmetry with different eigenvalues are orthogonal. -/
theorem orthogonal_of_symmetry {W : Matrix n n ℂ} (hW : W ∈ Matrix.unitaryGroup n ℂ)
    {a b : n → ℂ} {α β : ℂ} (ha : W *ᵥ a = α • a) (hb : W *ᵥ b = β • b) (hne : α ≠ β) :
    star a ⬝ᵥ b = 0 := by
  have hW' : Wᴴ * W = 1 := Matrix.mem_unitaryGroup_iff'.mp hW
  have inv : ∀ u v : n → ℂ, star (W *ᵥ u) ⬝ᵥ (W *ᵥ v) = star u ⬝ᵥ v := by
    intro u v
    rw [Matrix.star_mulVec, ← Matrix.dotProduct_mulVec, Matrix.mulVec_mulVec, hW',
      Matrix.one_mulVec]
  by_cases ha0 : a = 0
  · simp [ha0]
  have hq : star a ⬝ᵥ a ≠ 0 := fun h => ha0 (dotProduct_star_self_eq_zero.mp h)
  have haa := inv a a
  have hab := inv a b
  rw [ha, star_smul, smul_dotProduct, dotProduct_smul, smul_eq_mul, smul_eq_mul] at haa
  rw [ha, hb, star_smul, smul_dotProduct, dotProduct_smul, smul_eq_mul, smul_eq_mul] at hab
  -- the eigenvalue of a nonzero eigenvector is a phase
  have hα : star α * α = 1 := mul_right_cancel₀ hq (by linear_combination haa)
  have h : (β - α) * (star a ⬝ᵥ b) = 0 := by
    linear_combination α * hab - β * (star a ⬝ᵥ b) * hα
  exact (mul_eq_zero.mp h).resolve_left (sub_ne_zero.mpr hne.symm)

/-- If `ψ` has symmetry eigenvalue `s` and the unitary `W` multiplies the operator `c` by `x`
under conjugation, then `W` multiplies the state `c ψ` by `x s`. -/
theorem symmetry_removed_state {W c : Matrix n n ℂ} (hW : W ∈ Matrix.unitaryGroup n ℂ)
    {ψ : n → ℂ} {s x : ℂ} (hψ : W *ᵥ ψ = s • ψ) (hc : W * c * Wᴴ = x • c) :
    W *ᵥ (c *ᵥ ψ) = (x * s) • (c *ᵥ ψ) := by
  have hW' : Wᴴ * W = 1 := Matrix.mem_unitaryGroup_iff'.mp hW
  have h : W * c = x • (c * W) := by
    calc W * c = W * c * (Wᴴ * W) := by rw [hW', mul_one]
      _ = (W * c * Wᴴ) * W := by simp only [mul_assoc]
      _ = x • (c * W) := by rw [hc, Matrix.smul_mul]
  rw [Matrix.mulVec_mulVec, h, Matrix.smul_mulVec, ← Matrix.mulVec_mulVec, hψ,
    Matrix.mulVec_smul, smul_smul]

/-- Selection rule for Lehmann amplitudes. Let a unitary `W` multiply `ψ` by `s`, the final state
`φ` by `t` and, under conjugation, the operator `c` by `x`. If `t ≠ x s`, then `⟨φ, c ψ⟩` vanishes.
-/
theorem lehmann_amplitude_eq_zero {W c : Matrix n n ℂ} (hW : W ∈ Matrix.unitaryGroup n ℂ)
    {ψ φ : n → ℂ} {s x t : ℂ} (hψ : W *ᵥ ψ = s • ψ) (hc : W * c * Wᴴ = x • c)
    (hφ : W *ᵥ φ = t • φ) (ht : t ≠ x * s) : star φ ⬝ᵥ (c *ᵥ ψ) = 0 :=
  orthogonal_of_symmetry hW hφ (symmetry_removed_state hW hψ hc) ht

/-- Let a unitary `W` commute with the operator `A`, have `ψ` as an eigenstate and multiply each
`c_i` by `x_i` under conjugation. If `x_i ≠ x_j`, the matrix element of `A` between `c_i ψ` and
`c_j ψ` vanishes. -/
theorem matrix_element_eq_zero {W A : Matrix n n ℂ} (hW : W ∈ Matrix.unitaryGroup n ℂ)
    (hA : W * A = A * W) {c : ι → Matrix n n ℂ} {x : ι → ℂ} {ψ : n → ℂ} {s : ℂ}
    (hψ : W *ᵥ ψ = s • ψ) (hc : ∀ i, W * c i * Wᴴ = x i • c i) {i j : ι}
    (hij : x i ≠ x j) : star (c i *ᵥ ψ) ⬝ᵥ (A *ᵥ (c j *ᵥ ψ)) = 0 := by
  by_cases hs : s = 0
  · -- a unitary matrix annihilates only the zero vector
    have hW' : Wᴴ * W = 1 := Matrix.mem_unitaryGroup_iff'.mp hW
    have h0 : ψ = 0 := by
      rw [← Matrix.one_mulVec ψ, ← hW', ← Matrix.mulVec_mulVec, hψ, hs, zero_smul,
        Matrix.mulVec_zero]
    simp [h0]
  · have hb : W *ᵥ (A *ᵥ (c j *ᵥ ψ)) = (x j * s) • (A *ᵥ (c j *ᵥ ψ)) := by
      rw [Matrix.mulVec_mulVec, hA, ← Matrix.mulVec_mulVec,
        symmetry_removed_state hW hψ (hc j), Matrix.mulVec_smul]
    exact orthogonal_of_symmetry hW (symmetry_removed_state hW hψ (hc i)) hb
      (fun h => hij (mul_right_cancel₀ hs h))

/-- Let a unitary `W` commute with the Hermitian `H`, have `ψ` as an eigenstate and multiply
each `c_i` by `x_i` under conjugation. If `x_i ≠ x_j` and `z` is nonreal, the resolvent exists
and the removal function between orbitals `i` and `j` vanishes. -/
theorem removalFunction_eq_zero {H W : Matrix n n ℂ} (hH : H.IsHermitian)
    (hW : W ∈ Matrix.unitaryGroup n ℂ) (hWH : W * H = H * W)
    {c : ι → Matrix n n ℂ} {x : ι → ℂ} {ψ : n → ℂ} {s : ℂ}
    (hψ : W *ᵥ ψ = s • ψ) (hc : ∀ i, W * c i * Wᴴ = x i • c i)
    {i j : ι} (hij : x i ≠ x j) {z : ℂ} (hz : z.im ≠ 0) :
    IsUnit (z • (1 : Matrix n n ℂ) - H) ∧ removalFunction H c ψ z i j = 0 := by
  have hu := isUnit_sub_of_nonreal hH hz
  refine ⟨hu, matrix_element_eq_zero hW ?_ hψ hc hij⟩
  have hd := (Matrix.isUnit_iff_isUnit_det _).mp hu
  have hM : W * (z • (1 : Matrix n n ℂ) - H) = (z • (1 : Matrix n n ℂ) - H) * W := by
    rw [Matrix.mul_sub, Matrix.sub_mul, hWH, Matrix.mul_smul, Matrix.smul_mul, mul_one,
      one_mul]
  -- the inverse inherits the symmetry of `z - H`
  generalize z • (1 : Matrix n n ℂ) - H = M at hd hM ⊢
  calc W * M⁻¹ = (M⁻¹ * M) * W * M⁻¹ := by rw [Matrix.nonsing_inv_mul M hd, one_mul]
    _ = M⁻¹ * (M * W) * M⁻¹ := by simp only [mul_assoc]
    _ = M⁻¹ * (W * M) * M⁻¹ := by rw [hM]
    _ = M⁻¹ * W * (M * M⁻¹) := by simp only [mul_assoc]
    _ = M⁻¹ * W := by rw [Matrix.mul_nonsing_inv M hd, mul_one]

/-- Annihilation operators of two fermionic orbitals in the occupation basis
`|00⟩, |10⟩, |01⟩, |11⟩`. -/
def annihilator : Fin 2 → Matrix (Fin 4) (Fin 4) ℂ :=
  ![!![0, 1, 0, 0; 0, 0, 0, 0; 0, 0, 0, 1; 0, 0, 0, 0],
    !![0, 0, 1, 0; 0, 0, 0, -1; 0, 0, 0, 0; 0, 0, 0, 0]]

/-- The state `|11⟩` with both orbitals occupied. -/
def filled : Fin 4 → ℂ := ![0, 0, 0, 1]

/-- The parity of the occupation of the second orbital. -/
def orbitalParity : Matrix (Fin 4) (Fin 4) ℂ :=
  !![1, 0, 0, 0; 0, 1, 0, 0; 0, 0, -1, 0; 0, 0, 0, -1]

/-- Two orbitals with energies `e₁`, `e₂` and interaction energy `U`. -/
def levels (e₁ e₂ U : ℝ) : Matrix (Fin 4) (Fin 4) ℂ :=
  !![0, 0, 0, 0; 0, (e₁ : ℂ), 0, 0; 0, 0, (e₂ : ℂ), 0; 0, 0, 0, (e₁ : ℂ) + e₂ + U]

/-- Hopping with real amplitude `t` between the two orbitals. -/
def hopping (t : ℝ) : Matrix (Fin 4) (Fin 4) ℂ :=
  !![0, 0, 0, 0; 0, 0, (t : ℂ), 0; 0, (t : ℂ), 0, 0; 0, 0, 0, 0]

/-- Two interacting orbitals with the parity of the second orbital satisfy the hypotheses of
`removalFunction_eq_zero`, with labels `1` and `-1` and nonzero removal states. -/
theorem removalFunction_witness (e₁ e₂ U : ℝ) :
    (levels e₁ e₂ U).IsHermitian ∧ orbitalParity ∈ Matrix.unitaryGroup (Fin 4) ℂ ∧
    orbitalParity * levels e₁ e₂ U = levels e₁ e₂ U * orbitalParity ∧
    orbitalParity *ᵥ filled = (-1 : ℂ) • filled ∧
    (∀ i, orbitalParity * annihilator i * orbitalParityᴴ
      = (![1, -1] : Fin 2 → ℂ) i • annihilator i) ∧
    (∀ i, annihilator i *ᵥ filled ≠ 0) := by
  refine ⟨?_, ?_, ?_, ?_, ?_, ?_⟩
  · ext i j
    fin_cases i <;> fin_cases j <;> simp [levels]
  · rw [Matrix.mem_unitaryGroup_iff]
    ext i j
    fin_cases i <;> fin_cases j <;>
      simp [orbitalParity, Matrix.mul_apply, Fin.sum_univ_succ, Matrix.star_apply]
  · ext i j
    fin_cases i <;> fin_cases j <;>
      simp [orbitalParity, levels, Matrix.mul_apply, Fin.sum_univ_succ]
  · ext i
    fin_cases i <;> simp [orbitalParity, filled, Matrix.mulVec, dotProduct, Fin.sum_univ_succ]
  · intro k
    ext i j
    fin_cases k <;> fin_cases i <;> fin_cases j <;>
      simp [orbitalParity, annihilator, Matrix.mul_apply, Fin.sum_univ_succ]
  · intro k h
    have h1 := congrFun h 1
    have h2 := congrFun h 2
    fin_cases k <;>
      simp [annihilator, filled, Matrix.mulVec, dotProduct, Fin.sum_univ_succ] at h1 h2

/-- With hopping `t` between the orbitals, the off-diagonal removal function of the filled
state at nonreal `z` is `-t / (z² - t²)`. -/
theorem removalFunction_hopping (t : ℝ) {z : ℂ} (hz : z.im ≠ 0) :
    removalFunction (hopping t) annihilator filled z 0 1 = -(t : ℂ) / (z ^ 2 - (t : ℂ) ^ 2) := by
  have hH : (hopping t).IsHermitian := by
    ext i j
    fin_cases i <;> fin_cases j <;> simp [hopping]
  have hd := (Matrix.isUnit_iff_isUnit_det _).mp (isUnit_sub_of_nonreal hH hz)
  have hD : z ^ 2 - (t : ℂ) ^ 2 ≠ 0 := by
    intro h
    have h' : (z - t) * (z + t) = 0 := by linear_combination h
    rcases mul_eq_zero.mp h' with h | h
    · exact hz (by simpa using congrArg Complex.im h)
    · exact hz (by simpa using congrArg Complex.im h)
  -- solve the linear system for the resolvent applied to the removal state
  have hsol : (z • (1 : Matrix (Fin 4) (Fin 4) ℂ) - hopping t) *ᵥ
      ![0, -z / (z ^ 2 - (t : ℂ) ^ 2), -(t : ℂ) / (z ^ 2 - (t : ℂ) ^ 2), 0]
      = annihilator 1 *ᵥ filled := by
    ext i
    fin_cases i <;>
      simp [hopping, annihilator, filled, Matrix.mulVec, dotProduct, Fin.sum_univ_succ,
        Matrix.one_apply] <;>
      field_simp <;> ring
  unfold removalFunction
  rw [← hsol, Matrix.mulVec_mulVec, Matrix.nonsing_inv_mul _ hd, Matrix.one_mulVec]
  simp [annihilator, filled, dotProduct, Fin.sum_univ_succ]

end

end LehmannSymmetry
```

```lean
#print axioms LehmannSymmetry.lehmann_amplitude_eq_zero
-- 'LehmannSymmetry.lehmann_amplitude_eq_zero' depends on axioms: [propext, Classical.choice, Quot.sound]
#print axioms LehmannSymmetry.removalFunction_eq_zero
-- 'LehmannSymmetry.removalFunction_eq_zero' depends on axioms: [propext, Classical.choice, Quot.sound]
#print axioms LehmannSymmetry.removalFunction_hopping
-- 'LehmannSymmetry.removalFunction_hopping' depends on axioms: [propext, Classical.choice, Quot.sound]
```

### From the lemmas to the zero

`isUnit_sub_of_nonreal` is the first step. A zero determinant would supply the vector v, and comparing the two sides of `h3` forces z to equal its conjugate.

`orthogonal_of_symmetry` is the last step. Its local fact `inv` states that W preserves inner products. Applied to a with itself it gives ᾱα = 1, and applied to a and b it gives the relation with ᾱβ; `linear_combination` joins them into (β − α)⟨a, b⟩ = 0.

`symmetry_removed_state` inserts W†W to move W past c. With orthogonality it gives the selection rule `lehmann_amplitude_eq_zero`, whose `t` is a symmetry eigenvalue, whereas `t` in the two-orbital example is a hopping amplitude.

`matrix_element_eq_zero` treats any operator A that commutes with W. The case split on `s = 0` is needed because x_i ≠ x_j implies x_i s ≠ x_j s only for nonzero s; when s = 0, unitarity forces ψ = 0. The main theorem takes A = R, and its closing `calc` block is the chain WR = RW, with `M` standing for z − H.

The two-orbital model is handled entry by entry. `removalFunction_witness` shows that the hypotheses are met by two levels with any real energies and interaction U. The symmetry is the parity of the occupation of orbital 1 (the second orbital, since Lean counts from 0), the labels are 1 and −1, and both removal states are nonzero.

`removalFunction_hopping` replaces that Hamiltonian by hopping between the orbitals. Its proof writes down the vector R c_1 ψ, verifies in `hsol` that z − H maps it to c_1 ψ, and takes the inner product with c_0 ψ. The result, −t/(z² − t²), is nonzero for t ≠ 0. The other hypotheses still hold, so the condition WH = HW cannot simply be dropped from the theorem.

### Hopping t = 1 at z = 2i

Start from the filled state |11⟩. With the signs used in the code,

c_0|11⟩ = |01⟩ and c_1|11⟩ = −|10⟩.

In the basis |10⟩, |01⟩ the matrix z − H has 2i on the diagonal and −1 off it. Its determinant is (2i)² − 1 = −5, so its inverse has −2i/5 on the diagonal and −1/5 off it. Writing G_ij for the removal function,

G_01 = −⟨01|R|10⟩ = 1/5,

in agreement with −1/(−4 − 1). Likewise G_10 = 1/5 and G_00 = G_11 = −2i/5.

This mixing reflects the choice of orbitals. The hopping Hamiltonian commutes with the exchange of the two orbitals, the filled state only changes sign under it, and the combinations c_± = (c_0 ± c_1)/√2 have exchange labels ±1. Between them,

G_+− = (G_00 − G_01 + G_10 − G_11)/2 = 0.

The localised orbitals carry no definite exchange label, so exchange symmetry does not forbid their mixing. Your σ and π orbitals do carry definite reflection labels, and different ones.
